# Adjoint anticommutation relations for two fermionic modes

For two fermionic modes with annihilators `a` and `b`, the declaration derives four further relations from the canonical anticommutation relations: each creator squares to zero, the two creators anticommute, and `b` anticommutes with the creator `star a`. The setting is purely algebraic: `a` and `b` are elements of a ring with a star operation, and no Hamiltonian or state space enters. The attempt takes the star of the assumed relations, which reverses products and turns annihilators into creators and creators into annihilators. For the anticommutator of the two creators, the order of the summands must then be matched to the goal.

In Lean, a first try:

```lean
import Mathlib

noncomputable section

namespace BogoliubovPair

variable {A : Type*} [Ring A] [StarRing A]

/-- Canonical anticommutation relations for two fermionic modes with annihilators `a` and `b`. -/
structure CARPair (a b : A) : Prop where
  sq_a : a * a = 0
  sq_b : b * b = 0
  num_a : a * star a + star a * a = 1
  num_b : b * star b + star b * b = 1
  anti : a * b + b * a = 0
  anti_star : a * star b + star b * a = 0

/-- The adjoint anticommutation relations: creators square to zero and anticommute, and
`b` anticommutes with `a*`. -/
theorem CARPair.adjoint {a b : A} (h : CARPair a b) :
    star a * star a = 0 ∧ star b * star b = 0 ∧ star a * star b + star b * star a = 0 ∧
      b * star a + star a * b = 0 := by
  refine ⟨by rw [← star_mul, h.sq_a, star_zero], by rw [← star_mul, h.sq_b, star_zero], ?_, ?_⟩
  · have e := congrArg star h.anti
    simp only [star_add, star_mul, star_zero] at e
    rw [add_comm]
    rwa [add_comm] at e
  · have e := congrArg star h.anti_star
    simpa only [star_add, star_mul, star_star, star_zero] using e

end BogoliubovPair
```

The error:

```
Main.lean:27:4: error: Tactic `assumption` failed

case refine_1
A : Type u_1
inst✝¹ : Ring A
inst✝ : StarRing A
a b : A
h : CARPair a b
e : star a * star b + star b * star a = 0
⊢ star b * star a + star a * star b = 0
```

What went wrong. The message says that the `assumption` step at the end of `rwa` found no hypothesis matching the goal. The hypothesis `e` and the goal state the same equation, but with the two summands in opposite orders, and `assumption` does not apply commutativity of addition to reconcile them.

The mismatch comes from swapping both sides. After `simp only`, `e` reads `star b * star a + star a * star b = 0`, because `star_mul` reverses each product. The goal starts in the other order, so one swap is needed. The line `rw [add_comm]` swaps the goal, which then agrees with `e`; but `rwa [add_comm] at e` next swaps `e` as well, and the two differ again.

The repair deletes the rewrite of the goal. The goal keeps its original form, `star a * star b + star b * star a = 0`, and the remaining swap brings `e` to exactly that form, so `assumption` closes it.

Lean accepts the file once it reads:

```diff
@@ -24,5 +24,4 @@
   · have e := congrArg star h.anti
     simp only [star_add, star_mul, star_zero] at e
-    rw [add_comm]
     rwa [add_comm] at e
   · have e := congrArg star h.anti_star
```
